# Three-term recurrence for the Gegenbauer polynomials

At parameter λ = 1/2 the Gegenbauer polynomials are the Legendre polynomials P_l. Evaluated at cos θ, these give, up to normalisation, the angular part of a state with definite orbital quantum number l and magnetic quantum number zero. The theorem `recurrence` states that (n+2) C_(n+2) = 2(n+1+λ) X C_(n+1) − (n+2λ) C_n, as an identity between real polynomials, for every real λ and every natural number n. The file defines the polynomials by C_0 = 1, C_1 = 2λX and this same recurrence divided by n+2, so what has to be proved is that the division can be undone. The attempt first writes n+2 as a constant polynomial in `hc`, then shows in `h` that its product with the constant polynomial of the inverse is 1, and finally unfolds the definition and cancels.

As first written in Lean, the proof fails:

```lean
import Mathlib

open Polynomial

namespace Recurrence

/-- The Gegenbauer polynomials with real parameter `lam`, built from `1` and `2 lam X` by the
three-term recurrence. -/
noncomputable def gegenbauer (lam : ℝ) : ℕ → ℝ[X]
  | 0 => 1
  | 1 => 2 * C lam * X
  | n + 2 => C (((n : ℝ) + 2)⁻¹) *
      (2 * ((n : ℝ[X]) + 1 + C lam) * X * gegenbauer lam (n + 1)
        - ((n : ℝ[X]) + 2 * C lam) * gegenbauer lam n)

/-- The three-term recurrence
`(n+2) C_(n+2) = 2 (n+1+lam) X C_(n+1) - (n + 2 lam) C_n`. -/
theorem recurrence (lam : ℝ) (n : ℕ) :
    ((n : ℝ[X]) + 2) * gegenbauer lam (n + 2) =
      2 * ((n : ℝ[X]) + 1 + C lam) * X * gegenbauer lam (n + 1)
        - ((n : ℝ[X]) + 2 * C lam) * gegenbauer lam n := by
  have hc : (n : ℝ[X]) + 2 = C ((n : ℝ) + 2) := by simp
  have h : ((n : ℝ[X]) + 2) * C (((n : ℝ) + 2)⁻¹) = 1 := by
    rw [hc, ← C_mul, mul_inv_cancel₀ (by positivity), C_1]
  rw [gegenbauer, ← mul_assoc, h, one_mul]

end Recurrence
```

The compiler's answer:

```
Main.lean:22:48: error: unsolved goals
lam : ℝ
n : ℕ
⊢ 2 = C 2
```

Lean accepts the file once it reads:

```diff
@@ -20,5 +20,6 @@
       2 * ((n : ℝ[X]) + 1 + C lam) * X * gegenbauer lam (n + 1)
         - ((n : ℝ[X]) + 2 * C lam) * gegenbauer lam n := by
-  have hc : (n : ℝ[X]) + 2 = C ((n : ℝ) + 2) := by simp
+  have hc : (n : ℝ[X]) + 2 = C ((n : ℝ) + 2) := by
+    rw [C_add, map_natCast C n, show (C (2 : ℝ) : ℝ[X]) = 2 from map_ofNat C 2]
   have h : ((n : ℝ[X]) + 2) * C (((n : ℝ) + 2)⁻¹) = 1 := by
     rw [hc, ← C_mul, mul_inv_cancel₀ (by positivity), C_1]
```

What went wrong. The one error is in `hc`, where `simp` has to show that n+2, written directly in `ℝ[X]`, equals `C` applied to the real number n+2. It disposes of the n part but stops at `2 = C 2`. The left side is the numeral 2 of the polynomial ring, and the right side is the constant polynomial made from the real number 2. The two are equal by the general lemma `map_ofNat`, which says that a ring homomorphism sends a numeral to the same numeral. Plain `simp` does not apply that lemma, although it does use the corresponding fact for the cast of a natural number variable, so only the numeral is left over.

The repair replaces `simp` with explicit rewrites. `C_add` splits `C` over the sum, and `map_natCast C n` turns `C` of the real n into the polynomial n. The missing step is supplied by hand as `map_ofNat C 2`, and the `show` spells its statement out as `C 2 = 2` for `rw` to use. Both sides are then the same, and `rw` closes the goal by reflexivity. The rest of the proof is unchanged.
